# For two point charges at fixed heights above a grounded conducting plane, r³ times their interaction energy tends to 2(q₁d₁)(q₂d₂) at large lateral distance r (Gaussian units)

Two point charges `q₁` and `q₂` sit at fixed heights `d₁` and `d₂` above a grounded conducting plane, and their interaction energy W is the first charge times the potential of the second and its image, in Gaussian units. The theorem `tendsto_pairEnergy` states that r³W tends to 2(q₁d₁)(q₂d₂) as the lateral distance r goes to infinity. The proof starts from the fact that the distances from one charge to the other and to the other's image, each divided by r, tend to 1. It combines these limits into the limit of a quotient, then tries to show that this quotient equals r³W for every r > 0, using the closed form of W in `pairEnergy_eq`.

The failing Lean file:

```lean
import Mathlib

open Filter Topology

namespace AdsorbateImageRepulsion

noncomputable section

/-- Potential at lateral distance `r` and height `z` of a charge `q` at height `d` together with its
image `-q` at height `-d` (Gaussian units). The formula has this meaning at all points other than
the two charges. -/
def imagePotential (q d r z : ℝ) : ℝ :=
  q / √(r ^ 2 + (z - d) ^ 2) - q / √(r ^ 2 + (z + d) ^ 2)

/-- Interaction energy of charges `q₁`, `q₂` at heights `d₁`, `d₂` above a grounded plane, at
lateral distance `r > 0`: the first charge times the potential of the second and its image. -/
def pairEnergy (q₁ q₂ d₁ d₂ r : ℝ) : ℝ :=
  q₁ * imagePotential q₂ d₂ r d₁

/-- The interaction energy as a single fraction in the distances to the other charge and to
its image. -/
theorem pairEnergy_eq (q₁ q₂ d₁ d₂ : ℝ) {r : ℝ} (hr : 0 < r) :
    pairEnergy q₁ q₂ d₁ d₂ r = 4 * q₁ * q₂ * d₁ * d₂ /
      (√(r ^ 2 + (d₁ - d₂) ^ 2) * √(r ^ 2 + (d₁ + d₂) ^ 2) *
        (√(r ^ 2 + (d₁ - d₂) ^ 2) + √(r ^ 2 + (d₁ + d₂) ^ 2))) := by
  unfold pairEnergy imagePotential
  have hA0 : 0 < √(r ^ 2 + (d₁ - d₂) ^ 2) := Real.sqrt_pos.mpr (by positivity)
  have hB0 : 0 < √(r ^ 2 + (d₁ + d₂) ^ 2) := Real.sqrt_pos.mpr (by positivity)
  have hA : √(r ^ 2 + (d₁ - d₂) ^ 2) ^ 2 = r ^ 2 + (d₁ - d₂) ^ 2 :=
    Real.sq_sqrt (by positivity)
  have hB : √(r ^ 2 + (d₁ + d₂) ^ 2) ^ 2 = r ^ 2 + (d₁ + d₂) ^ 2 :=
    Real.sq_sqrt (by positivity)
  set A := √(r ^ 2 + (d₁ - d₂) ^ 2)
  set B := √(r ^ 2 + (d₁ + d₂) ^ 2)
  have iA : A * A⁻¹ = 1 := mul_inv_cancel₀ hA0.ne'
  have iB : B * B⁻¹ = 1 := mul_inv_cancel₀ hB0.ne'
  rw [eq_div_iff (by positivity), div_eq_mul_inv, div_eq_mul_inv]
  -- the squared distances differ by `4 d₁ d₂`
  linear_combination q₁ * q₂ * B * (A + B) * iA - q₁ * q₂ * A * (A + B) * iB
    + q₁ * q₂ * (hB - hA)

/-- At large lateral separation the distance between two points with fixed height difference `h`
approaches the lateral distance in ratio. -/
theorem tendsto_distance_ratio (h : ℝ) :
    Tendsto (fun r : ℝ => √(r ^ 2 + h ^ 2) / r) atTop (𝓝 1) := by
  have h0 : Tendsto (fun r : ℝ => h / r) atTop (𝓝 0) :=
    tendsto_const_nhds.div_atTop tendsto_id
  have h1 : Tendsto (fun r : ℝ => √(1 + (h / r) ^ 2)) atTop (𝓝 (√(1 + 0 ^ 2))) :=
    (tendsto_const_nhds.add (h0.pow 2)).sqrt
  rw [show (1 : ℝ) + 0 ^ 2 = 1 by norm_num, Real.sqrt_one] at h1
  refine h1.congr' ?_
  filter_upwards [eventually_gt_atTop 0] with r hr
  have e : r ^ 2 + h ^ 2 = r ^ 2 * (1 + (h / r) ^ 2) := by
    field_simp
  rw [e, Real.sqrt_mul (sq_nonneg r), Real.sqrt_sq hr.le, mul_div_cancel_left₀ _ hr.ne']

/-- Far apart, two charges above a conductor interact with energy `W` such that `r³ W` tends to
twice the product of `q₁ d₁` and `q₂ d₂`. -/
theorem tendsto_pairEnergy (q₁ q₂ d₁ d₂ : ℝ) :
    Tendsto (fun r : ℝ => r ^ 3 * pairEnergy q₁ q₂ d₁ d₂ r) atTop
      (𝓝 (2 * (q₁ * d₁) * (q₂ * d₂))) := by
  have hA := tendsto_distance_ratio (d₁ - d₂)
  have hB := tendsto_distance_ratio (d₁ + d₂)
  have h := (tendsto_const_nhds (x := 4 * q₁ * q₂ * d₁ * d₂)).div
    ((hA.mul hB).mul (hA.add hB)) (by norm_num)
  rw [show 4 * q₁ * q₂ * d₁ * d₂ / (1 * 1 * (1 + 1)) = 2 * (q₁ * d₁) * (q₂ * d₂) by ring] at h
  refine h.congr' ?_
  filter_upwards [eventually_gt_atTop 0] with r hr
  rw [pairEnergy_eq q₁ q₂ d₁ d₂ hr]
  have hA0 : 0 < √(r ^ 2 + (d₁ - d₂) ^ 2) := Real.sqrt_pos.mpr (by positivity)
  have hB0 : 0 < √(r ^ 2 + (d₁ + d₂) ^ 2) := Real.sqrt_pos.mpr (by positivity)
  generalize √(r ^ 2 + (d₁ - d₂) ^ 2) = A at *
  generalize √(r ^ 2 + (d₁ + d₂) ^ 2) = B at *
  have hAB : A + B ≠ 0 := by positivity
  field_simp

end

end AdsorbateImageRepulsion
```

Lean reports:

```
Main.lean:61:41: error: unsolved goals
q₁ q₂ d₁ d₂ : ℝ
hA : Tendsto (fun r => √(r ^ 2 + (d₁ - d₂) ^ 2) / r) atTop (𝓝 1)
hB : Tendsto (fun r => √(r ^ 2 + (d₁ + d₂) ^ 2) / r) atTop (𝓝 1)
h :
  Tendsto
    ((fun x => 4 * q₁ * q₂ * d₁ * d₂) / fun x =>
      √(x ^ 2 + (d₁ - d₂) ^ 2) / x * (√(x ^ 2 + (d₁ + d₂) ^ 2) / x) *
        (√(x ^ 2 + (d₁ - d₂) ^ 2) / x + √(x ^ 2 + (d₁ + d₂) ^ 2) / x))
    atTop (𝓝 (2 * (q₁ * d₁) * (q₂ * d₂)))
r : ℝ
hr : 0 < r
A : ℝ
hA0 : 0 < A
B : ℝ
hB0 : 0 < B
hAB : A + B ≠ 0
⊢ ((fun x => 4 * q₁ * q₂ * d₁ * d₂) / fun x =>
              √(x ^ 2 + (d₁ - d₂) ^ 2) * √(x ^ 2 + (d₁ + d₂) ^ 2) *
                  (√(x ^ 2 + (d₁ - d₂) ^ 2) + √(x ^ 2 + (d₁ + d₂) ^ 2)) /
                x ^ 3)
            r *
          A *
        B *
      (A + B) =
    4 * q₁ * q₂ * d₁ * d₂ * r ^ 3
```

Lean accepts the file once it reads:

```diff
@@ -67,4 +67,5 @@
   refine h.congr' ?_
   filter_upwards [eventually_gt_atTop 0] with r hr
+  simp only [Pi.div_apply]
   rw [pairEnergy_eq q₁ q₂ d₁ d₂ hr]
   have hA0 : 0 < √(r ^ 2 + (d₁ - d₂) ^ 2) := Real.sqrt_pos.mpr (by positivity)
```

Cause. The message shows an equation left open after `field_simp`. The limit `h`, built with `.div`, concerns a quotient of two functions, `(fun x => …) / fun x => …`, and `h.congr'` carries that form into the goal, where the quotient is applied to `r`. The division there is between functions, not yet between real numbers.

The square roots inside it contain the bound variable `x`, so the `generalize` steps, which look for the roots at `r`, do not replace them with `A` and `B`. `field_simp` tidies the inside of the second function but does not turn the applied quotient into a quotient of values. The left side therefore still contains the function quotient, while the right side is an expression in `r` and the charges and heights, and the two are not matched.

The added line `simp only [Pi.div_apply]` rewrites the quotient of functions at `r` as the quotient of their values at `r`. The roots then appear at `r`, `generalize` replaces them on both sides, and `field_simp` closes the goal.
